# The Pauli expansion of a four-qubit double-excitation generator and the commutation of its eight strings

A formal statement about a double excitation has to decide what the excitation acts on, and here it acts on four qubits: an operator is a complex $16 \times 16$ matrix indexed by four bits, and a tensor product is an iterated Kronecker product. The excitation is written directly as a product of qubit ladder operators, so no fermionic operator enters the definitions.

```lean
import Mathlib

open Matrix Complex
open scoped Kronecker

namespace UCCDoubleExcitation

noncomputable section

/-- Operators on one qubit. -/
abbrev Op1 := Matrix (Fin 2) (Fin 2) ℂ

/-- Operators on four qubits. -/
abbrev Op4 := Matrix (Fin 2 × Fin 2 × Fin 2 × Fin 2) (Fin 2 × Fin 2 × Fin 2 × Fin 2) ℂ

/-- The Pauli matrix X. -/
def X : Op1 := !![0, 1; 1, 0]

/-- The Pauli matrix Y. -/
def Y : Op1 := !![0, -I; I, 0]

/-- The ladder operator s+ = (X - iY)/2. -/
def sPlus : Op1 := (1 / 2 : ℂ) • (X - I • Y)

/-- The ladder operator s- = (X + iY)/2. -/
def sMinus : Op1 := (1 / 2 : ℂ) • (X + I • Y)

/-- The tensor product A ⊗ B ⊗ C ⊗ D of four one-qubit operators. -/
def kron4 (A B C D : Op1) : Op4 := A ⊗ₖ (B ⊗ₖ (C ⊗ₖ D))

/-- The double excitation T = s+ ⊗ s+ ⊗ s- ⊗ s-. -/
def excitation : Op4 := kron4 sPlus sPlus sMinus sMinus

/-- The generator T - T†. -/
def generator : Op4 := excitation - excitationᴴ

/-- A letter of an X/Y word: false stands for X, true for Y. -/
def xy : Bool → Op1
  | false => X
  | true => Y

/-- The four-qubit Pauli string spelled by an X/Y word. -/
def pauliString (s : Fin 4 → Bool) : Op4 := kron4 (xy (s 0)) (xy (s 1)) (xy (s 2)) (xy (s 3))

/-- The number of letters Y in a word. -/
def yCount (s : Fin 4 → Bool) : ℕ := (Finset.univ.filter fun k => s k = true).card

/-- The words XXYX, XXXY, XYYY, YXYY, YXXX, XYXX, YYXY, YYYX. -/
def oddWord : Fin 8 → Fin 4 → Bool :=
  ![![false, false, true, false], ![false, false, false, true],
    ![false, true, true, true], ![true, false, true, true],
    ![true, false, false, false], ![false, true, false, false],
    ![true, true, false, true], ![true, true, true, false]]

/-- The sign attached to each of the eight words: + for the first four, - for the last four. -/
def wordSign : Fin 8 → ℂ := ![1, 1, 1, 1, -1, -1, -1, -1]

/-- Tensor products of one-qubit operators multiply qubit by qubit. -/
theorem kron4_mul (A B C D A' B' C' D' : Op1) :
    kron4 A B C D * kron4 A' B' C' D' = kron4 (A * A') (B * B') (C * C') (D * D') := by
  simp only [kron4, mul_kronecker_mul]

/-- The adjoint of T = s+ s+ s- s- is s- s- s+ s+. -/
theorem excitation_adjoint : excitationᴴ = kron4 sMinus sMinus sPlus sPlus := by
  have hp : sPlus = !![0, 0; 1, 0] := by
    ext i j
    fin_cases i <;> fin_cases j <;> simp [sPlus, X, Y]
    norm_num
  have hm : sMinus = !![0, 1; 0, 0] := by
    ext i j
    fin_cases i <;> fin_cases j <;> simp [sMinus, X, Y]
    norm_num
  have h1 : sPlusᴴ = sMinus := by
    rw [hp, hm]; ext i j; fin_cases i <;> fin_cases j <;> simp [conjTranspose_apply]
  have h2 : sMinusᴴ = sPlus := by rw [← h1, conjTranspose_conjTranspose]
  -- the adjoint acts on each tensor factor
  have hk : ∀ A B C D : Op1, (kron4 A B C D)ᴴ = kron4 Aᴴ Bᴴ Cᴴ Dᴴ := by
    intro A B C D
    ext ⟨a, b, c, d⟩ ⟨e, f, g, h⟩
    simp only [kron4, conjTranspose_apply, kroneckerMap_apply, star_mul']
  rw [excitation, hk, h1, h2]

/-- T - T† = (i/8)(XXYX + XXXY + XYYY + YXYY - YXXX - XYXX - YYXY - YYYX), written out and as
a signed sum over the eight words. -/
theorem generator_expansion :
    generator = (I / 8) • (kron4 X X Y X + kron4 X X X Y + kron4 X Y Y Y + kron4 Y X Y Y
      - kron4 Y X X X - kron4 X Y X X - kron4 Y Y X Y - kron4 Y Y Y X) ∧
    generator = (I / 8) • ∑ k, wordSign k • pauliString (oddWord k) := by
  have h : generator = (I / 8) • (kron4 X X Y X + kron4 X X X Y + kron4 X Y Y Y
      + kron4 Y X Y Y - kron4 Y X X X - kron4 X Y X X - kron4 Y Y X Y - kron4 Y Y Y X) := by
    rw [generator, excitation_adjoint, excitation]
    ext ⟨a, b, c, d⟩ ⟨e, f, g, h⟩
    simp only [kron4, sPlus, sMinus, Matrix.sub_apply, Matrix.add_apply, Matrix.smul_apply,
      kroneckerMap_apply, smul_eq_mul]
    -- even powers of i cancel; i³ = -i fixes the signs of the three-Y strings
    linear_combination (I / 8 * (Y a e * Y b f * X c g * Y d h + Y a e * Y b f * Y c g * X d h
      - X a e * Y b f * Y c g * Y d h - Y a e * X b f * Y c g * Y d h)) * I_sq
  have hsum : ∑ k, wordSign k • pauliString (oddWord k) =
      (1 : ℂ) • kron4 X X Y X + (1 : ℂ) • kron4 X X X Y + (1 : ℂ) • kron4 X Y Y Y
      + (1 : ℂ) • kron4 Y X Y Y + (-1 : ℂ) • kron4 Y X X X + (-1 : ℂ) • kron4 X Y X X
      + (-1 : ℂ) • kron4 Y Y X Y + (-1 : ℂ) • kron4 Y Y Y X := by
    rw [Fin.sum_univ_eight]
    rfl
  refine ⟨h, ?_⟩
  rw [h, hsum]
  module

/-- Every X/Y string squares to the identity. -/
theorem pauliString_sq (s : Fin 4 → Bool) : pauliString s * pauliString s = 1 := by
  have h : ∀ b, xy b * xy b = 1 := by
    intro b
    cases b <;> ext i j <;> fin_cases i <;> fin_cases j <;>
      simp [xy, X, Y, Matrix.mul_apply, Fin.sum_univ_succ]
  simp only [pauliString, kron4_mul, h]
  simp only [kron4, one_kronecker_one]

/-- Exchanging two X/Y strings gives the factor (-1)^d, where d is the number of qubits on
which the words differ. -/
theorem pauliString_swap (s t : Fin 4 → Bool) :
    pauliString s * pauliString t
      = ((-1 : ℂ) ^ hammingDist s t) • (pauliString t * pauliString s) := by
  -- X and Y anticommute on a single qubit
  have h : ∀ a b, xy a * xy b = (if a = b then 1 else -1 : ℂ) • (xy b * xy a) := by
    intro a b
    cases a <;> cases b <;> ext i j <;> fin_cases i <;> fin_cases j <;>
      simp [xy, X, Y, Matrix.mul_apply, Fin.sum_univ_succ]
  have hd : ∏ k, (if s k = t k then 1 else -1 : ℂ) = (-1 : ℂ) ^ hammingDist s t := by
    rw [Finset.prod_ite, Finset.prod_const_one, one_mul, Finset.prod_const]
    rfl
  rw [← hd, Fin.prod_univ_four]
  simp only [pauliString, kron4_mul]
  rw [h (s 0) (t 0), h (s 1) (t 1), h (s 2) (t 2), h (s 3) (t 3)]
  simp only [kron4, smul_kronecker, kronecker_smul, smul_smul]
  congr 1
  ring

/-- Two X/Y strings commute exactly when their words differ on an even number of qubits. -/
theorem commute_iff_even (s t : Fin 4 → Bool) :
    Commute (pauliString s) (pauliString t) ↔ Even (hammingDist s t) := by
  have h1 := pauliString_swap s t
  constructor
  · intro h
    by_contra hodd
    rw [Nat.not_even_iff_odd] at hodd
    rw [hodd.neg_one_pow, h.eq] at h1
    -- commuting and anticommuting at once would make the product vanish
    have h2 : (2 : ℂ) • (pauliString t * pauliString s) = 0 := by
      linear_combination (norm := module) h1
    have h3 := (smul_eq_zero.mp h2).resolve_left two_ne_zero
    have h4 : (1 : Op4) = 0 :=
      calc (1 : Op4) = pauliString t * pauliString t := (pauliString_sq t).symm
        _ = pauliString t * (pauliString s * pauliString s) * pauliString t := by
          rw [pauliString_sq s, mul_one]
        _ = (pauliString t * pauliString s) * (pauliString s * pauliString t) := by
          simp only [mul_assoc]
        _ = 0 := by rw [h3, zero_mul]
    exact one_ne_zero h4
  · intro h
    rw [h.neg_one_pow, one_smul] at h1
    exact h1

/-- The eight words are distinct, and they are exactly the words with an odd number of Y. -/
theorem oddWord_spec : Function.Injective oddWord ∧
    ∀ s, Odd (yCount s) ↔ ∃ k, oddWord k = s := by
  have inj : ∀ k l, oddWord k = oddWord l → k = l := by decide +kernel
  have key : ∀ a b c d : Bool,
      Odd (yCount ![a, b, c, d]) ↔ ∃ k, oddWord k = ![a, b, c, d] := by decide +kernel
  refine ⟨fun k l h => inj k l h, fun s => ?_⟩
  have hs : ![s 0, s 1, s 2, s 3] = s := by
    funext k; fin_cases k <;> rfl
  have h := key (s 0) (s 1) (s 2) (s 3)
  rwa [hs] at h

/-- Any two X/Y strings with an odd number of Y commute. -/
theorem odd_strings_commute (s t : Fin 4 → Bool) (hs : Odd (yCount s)) (ht : Odd (yCount t)) :
    Commute (pauliString s) (pauliString t) := by
  obtain ⟨k, rfl⟩ := (oddWord_spec.2 s).mp hs
  obtain ⟨l, rfl⟩ := (oddWord_spec.2 t).mp ht
  have h : ∀ k l, Even (hammingDist (oddWord k) (oddWord l)) := by decide +kernel
  exact (commute_iff_even _ _).mpr (h k l)

/-- exp(θ(T - T†)) equals the product of the eight factors exp(± iθ P/8), one for each string
P with its sign, taken in any order σ. -/
theorem exp_generator_eq_prod (θ : ℝ) (σ : Equiv.Perm (Fin 8)) :
    NormedSpace.exp ((θ : ℂ) • generator) = (List.ofFn fun k => NormedSpace.exp
      ((θ * I * wordSign (σ k) / 8 : ℂ) • pauliString (oddWord (σ k)))).prod := by
  -- the exponential of a sum of commuting terms factorises
  have hl : ∀ l : List Op4, (∀ a ∈ l, ∀ b ∈ l, Commute a b) →
      NormedSpace.exp l.sum = (l.map NormedSpace.exp).prod := by
    intro l
    induction l with
    | nil => intro _; simp
    | cons a l ih =>
      intro h
      have ha : Commute a l.sum := Commute.list_sum_right a l fun b hb =>
        h a (by simp) b (by simp [hb])
      rw [List.sum_cons, Matrix.exp_add_of_commute _ _ ha, List.map_cons, List.prod_cons,
        ih fun b hb c hc => h b (by simp [hb]) c (by simp [hc])]
  have hsum : (θ : ℂ) • generator = (List.ofFn fun k =>
      (θ * I * wordSign (σ k) / 8 : ℂ) • pauliString (oddWord (σ k))).sum := by
    rw [List.sum_ofFn,
      Equiv.sum_comp σ fun k => (θ * I * wordSign k / 8 : ℂ) • pauliString (oddWord k),
      generator_expansion.2, smul_smul, Finset.smul_sum]
    refine Finset.sum_congr rfl fun k _ => ?_
    rw [smul_smul]
    congr 1
    ring
  have hodd : ∀ k, Odd (yCount (oddWord k)) := fun k => (oddWord_spec.2 _).mpr ⟨k, rfl⟩
  rw [hsum, hl, List.map_ofFn]
  · rfl
  · intro a ha b hb
    rw [List.mem_ofFn] at ha hb
    obtain ⟨k, rfl⟩ := ha
    obtain ⟨l, rfl⟩ := hb
    exact ((odd_strings_commute _ _ (hodd _) (hodd _)).smul_left _).smul_right _

/-- For real θ the operator exp(θ(T - T†)) is unitary. -/
theorem exp_generator_unitary (θ : ℝ) :
    NormedSpace.exp ((θ : ℂ) • generator) ∈ Matrix.unitaryGroup _ ℂ := by
  -- the generator is anti-Hermitian
  have hA : ((θ : ℂ) • generator)ᴴ = -((θ : ℂ) • generator) := by
    rw [generator, conjTranspose_smul, conjTranspose_sub, conjTranspose_conjTranspose,
      Complex.star_def, Complex.conj_ofReal, ← smul_neg, neg_sub]
  rw [mem_unitaryGroup_iff, star_eq_conjTranspose, ← Matrix.exp_conjTranspose, hA,
    ← Matrix.exp_add_of_commute _ _ (Commute.refl ((θ : ℂ) • generator)).neg_right,
    add_neg_cancel,
    NormedSpace.exp_zero]

end

end UCCDoubleExcitation
```

```lean
#print axioms UCCDoubleExcitation.odd_strings_commute
#print axioms UCCDoubleExcitation.exp_generator_eq_prod
#print axioms UCCDoubleExcitation.exp_generator_unitary
```

```
'UCCDoubleExcitation.odd_strings_commute' depends on axioms: [propext, Classical.choice, Quot.sound]
'UCCDoubleExcitation.exp_generator_eq_prod' depends on axioms: [propext, Classical.choice, Quot.sound]
'UCCDoubleExcitation.exp_generator_unitary' depends on axioms: [propext, Classical.choice, Quot.sound]
```

## What the definitions and theorems say

`Op1` is the type of $2 \times 2$ complex matrices, with rows and columns labelled by the basis states $|0\rangle$ and $|1\rangle$. `Op4` is indexed by quadruples of bits $(a,b,c,d)$, which label the basis states $|abcd\rangle$ of qubits $0,1,2,3$ in that order. For one-qubit operators $A,B,C,D$, the matrix `kron4 A B C D` is $A \otimes B \otimes C \otimes D$, with entry $A_{ae}B_{bf}C_{cg}D_{dh}$ in row $(a,b,c,d)$ and column $(e,f,g,h)$. Below, a four-letter expression such as $XXYX$ means this tensor product, with the first letter on qubit $0$.

`X` and `Y` are the Pauli matrices, and the ladder operators `sPlus` and `sMinus` are
$$s^+ = \tfrac12 (X - iY), \qquad s^- = \tfrac12 (X + iY).$$
`excitation` is $T = s^+ \otimes s^+ \otimes s^- \otimes s^-$, and `generator` is $G = T - T^\dagger$, where $\dagger$ is the conjugate transpose, written `ᴴ` in Lean.

A word is a function $s$ of type `Fin 4 → Bool`, read as one letter per qubit, with `false` for $X$ and `true` for $Y$. `pauliString s` is the tensor product $P_s$ that the word spells, `yCount s` is the number $y(s)$ of letters $Y$, and Mathlib's `hammingDist s t` is the number $d(s,t)$ of qubits on which the words $s$ and $t$ differ. `oddWord` lists eight words $w_0, \dots, w_7$, and `wordSign` lists the signs $c_0 = \dots = c_3 = +1$ and $c_4 = \dots = c_7 = -1$.

`generator_expansion` states
$$G = \frac{i}{8}\,(XXYX + XXXY + XYYY + YXYY - YXXX - XYXX - YYXY - YYYX),$$
once written out and once as $G = \frac{i}{8}\sum_{k=0}^{7} c_k P_{w_k}$. `oddWord_spec` says that the eight words are distinct and that a word occurs among them exactly when $y(s)$ is odd. `commute_iff_even` says that $P_s$ and $P_t$ commute if and only if $d(s,t)$ is even, for any two of the sixteen words, and `odd_strings_commute` says that any two strings with odd $y$ commute.

Two further theorems concern the matrix exponential `NormedSpace.exp`, the sum of the exponential series. For every real $\theta$ and every permutation $\sigma$ of $\{0,\dots,7\}$, `exp_generator_eq_prod` gives
$$e^{\theta G} = e^{\,i\theta c_{\sigma(0)} P_{w_{\sigma(0)}}/8}\; e^{\,i\theta c_{\sigma(1)} P_{w_{\sigma(1)}}/8} \cdots e^{\,i\theta c_{\sigma(7)} P_{w_{\sigma(7)}}/8},$$
where the right side is the product of a list, taken from left to right. `exp_generator_unitary` says that $e^{\theta G}$ is unitary for real $\theta$.

## The physics encoded

Inserting the matrices gives $s^+ = |1\rangle\langle 0|$ and $s^- = |0\rangle\langle 1|$. With $|1\rangle$ read as an occupied spin orbital and $|0\rangle$ as an empty one, $s^+$ fills an orbital and $s^-$ empties it. The sign convention is therefore tied to occupation: $X - iY$ raises the occupation number, although it lowers the eigenvalue of $Z = \mathrm{diag}(1,-1)$. The product of the four factors is $T = |1100\rangle\langle 0011|$, which moves two particles from orbitals $2,3$ to orbitals $0,1$, and $T^\dagger$ moves them back.

In unitary coupled cluster theory the trial state is produced by applying to a reference state the exponential of an anti-Hermitian combination of excitations and their adjoints; for a single double excitation on four qubits with one real amplitude $\theta$, the theorems show that this exponential is exactly a product of eight single-string exponentials in any order, so one Trotter step carries no error. The statements concern this one generator. They do not cover a sum of several excitations, registers of other sizes, strings containing $Z$ or the identity, or the decomposition of a single-string exponential into gates.

## Why it is true

**The adjoint.** The adjoint of a tensor product is the tensor product of the adjoints, and $(s^+)^\dagger = s^-$, so
$$T^\dagger = s^- \otimes s^- \otimes s^+ \otimes s^+ .$$
In `excitation_adjoint`, the steps `hp` and `hm` compute the two ladder matrices entry by entry, `h1` and `h2` show that each is the adjoint of the other, and `hk` is the factorwise rule for the adjoint.

**The expansion.** Multiplying out $T = \frac1{16}(X - iY)\otimes(X - iY)\otimes(X + iY)\otimes(X + iY)$ gives sixteen terms, one for each word. Let a word have $m$ letters $Y$ on qubits $0,1$ and $n$ letters $Y$ on qubits $2,3$. Its coefficient in $T$ is $(-i)^m i^n/16 = (-1)^m i^{m+n}/16$, and its coefficient in $T^\dagger$ is $i^m(-i)^n/16 = (-1)^n i^{m+n}/16$. The coefficient in $G$ is the difference,
$$\frac{\big((-1)^m - (-1)^n\big)\, i^{m+n}}{16}.$$
If $m+n$ is even, the two signs agree and the term vanishes. If $m+n$ is odd, they are opposite and the coefficient is $(-1)^m i^{m+n}/8$. For $m+n=1$ this is $+i/8$ when $m=0$ ($XXYX$, $XXXY$) and $-i/8$ when $m=1$ ($YXXX$, $XYXX$). For $m+n=3$, with $i^3=-i$, it is $+i/8$ when $m=1$ ($XYYY$, $YXYY$) and $-i/8$ when $m=2$ ($YYXY$, $YYYX$).

The Lean proof compares one general matrix entry on both sides. It unfolds `kron4`, `sPlus` and `sMinus` but leaves `X` and `Y` folded, so both sides are polynomials in $i$ and in unevaluated entries such as `Y a e`. The terms with an even number of $Y$ cancel as polynomials and those with one $Y$ already match. The four terms with three $Y$ differ by multiples of $i^3 + i = i\,(i^2+1)$, and `linear_combination` removes them with the stated multiple of `I_sq`, which is $i^2=-1$. The step `hsum` writes out the sum over the eight words to obtain the second form.

**Squares and exchange signs.** Tensor products multiply qubit by qubit (`kron4_mul`). Since $X^2 = Y^2 = 1$, every string satisfies $P_s^2 = 1$ (`pauliString_sq`). On one qubit, equal letters commute and $XY = -YX$, so exchanging two strings produces one factor $-1$ for each qubit on which the words differ:
$$P_s P_t = (-1)^{d(s,t)} P_t P_s .$$
In `pauliString_swap`, the step `h` is the one-qubit rule, checked on the four pairs of letters, and `hd` identifies the product of the four signs with $(-1)^{d(s,t)}$; the scalars are then pulled out of the Kronecker product.

**The commutation criterion.** For even $d(s,t)$ the exchange factor is $1$. For odd $d(s,t)$, commutation would give $P_tP_s = -P_tP_s$ and hence $P_tP_s = 0$, and then
$$1 = P_tP_t = P_t(P_sP_s)P_t = (P_tP_s)(P_sP_t) = 0,$$
which is false. These are the steps `h2`, `h3` and the `calc` block of `commute_iff_even`.

**Odd words.** If $j$ is the number of qubits on which both words have $Y$, then $d(s,t) = y(s) + y(t) - 2j$, which is even when $y(s)$ and $y(t)$ are both odd. Lean replaces this count by enumeration. `oddWord_spec` checks the sixteen words and the distinctness of the list with `decide +kernel`, and `odd_strings_commute` uses it to reduce $s$ and $t$ to list entries, checks the parity of the distance on all $64$ pairs, and applies the criterion.

**The exponential.** For commuting matrices $A$ and $B$, $e^{A+B} = e^Ae^B$. If all members of a list commute, the first commutes with the sum of the rest, and induction factorises the exponential of the whole sum; this is `hl`, built on `Matrix.exp_add_of_commute`. The step `hsum` writes $\theta G = \sum_k \frac{i\theta c_{\sigma(k)}}{8} P_{w_{\sigma(k)}}$, using `Equiv.sum_comp` for the invariance of a finite sum under relabelling by $\sigma$. Scalar multiples of commuting strings commute, which supplies the hypothesis of `hl`.

**Unitarity.** $G^\dagger = T^\dagger - T = -G$, and $\theta$ is real, so $(\theta G)^\dagger = -\theta G$ (the step `hA`). Then
$$e^{\theta G}\,(e^{\theta G})^\dagger = e^{\theta G} e^{(\theta G)^\dagger} = e^{\theta G}e^{-\theta G} = e^0 = 1,$$
and the final rewrite chain follows these equalities in order. This argument does not use the Pauli expansion.

## A fermionic formulation

One could instead start from creation and annihilation operators $a_p^\dagger$, $a_p$ on $N$ orbitals, represented on $N$ qubits by the Jordan–Wigner rule, in which $a_p^\dagger$ is $s^+$ on qubit $p$ with $Z$ on every earlier qubit, and define the excitation as $a_p^\dagger a_q^\dagger a_u a_r$ for $p<q<r<u$. What follows about this version is argued informally and has no theorem in the file behind it. For $N=4$ the relations $s^+Z = s^+$ and $Zs^- = s^-$ would reduce $a_0^\dagger a_1^\dagger a_3 a_2$ to the $T$ above, while the opposite order of the two annihilation operators would reverse the overall sign. For general $N$, each of the eight strings would carry the same additional $Z$ factors on the qubits strictly between $p$ and $q$ and strictly between $r$ and $u$; these act on other qubits and would leave the exchange signs unchanged. The price would be an index type depending on $N$, an alphabet including $Z$ and the identity, and a commutation criterion that counts only qubits on which two different non-identity letters meet, in place of the Hamming distance.
